# A particle in a unit box with a parabolic wave function has mean energy 5 (ħ = m = 1)

One particle in a one-dimensional box of width 1 with hard walls has the normalised wave function √30 x(1 − x), in units with ħ = m = 1. The theorem `mean_energy` says that the squared overlaps with the sine modes, each times its level's energy n²π²/2, sum to 5 over all n ≥ 1. The proof first reduces the sum to the odd levels, since the even ones are empty. It then tries to match what is left, through `convert`, with 480/π⁴ times the sum of 1/n⁴ over odd n.

Lean 4 with Mathlib refuses this proof:

```lean
import Mathlib

open Real

namespace BoxMeanSquareEnergy

noncomputable section

/-- The parabolic wave function `√30 x (1 - x)` in the unit box. -/
def trial (x : ℝ) : ℝ := √30 * (x * (1 - x))

/-- The sine mode `√2 sin (n π x)` of the unit box. -/
def mode (n : ℕ) (x : ℝ) : ℝ := √2 * sin (n * π * x)

/-- The energy `n² π² / 2` of level `n`, in units with `ħ = m = 1`. -/
def level (n : ℕ) : ℝ := (n : ℝ) ^ 2 * π ^ 2 / 2

/-- The overlap of the parabola with the sine mode `n`. -/
def coeff (n : ℕ) : ℝ := ∫ x in (0 : ℝ)..1, trial x * mode n x

/-- The overlap integral, multiplied by `(n π)³`, is `2 √30 √2 (1 - (-1)ⁿ)`. -/
theorem scaled_coeff (n : ℕ) :
    (n * π) ^ 3 * coeff n = 2 * (√30 * √2) * (1 - (-1) ^ n) := by
  -- an antiderivative found by integrating by parts twice
  have hG (x : ℝ) : HasDerivAt (fun y : ℝ => √30 * √2 *
      (n * π * ((1 - 2 * y) * sin (n * π * y))
        - (n * π) ^ 2 * (y * (1 - y) * cos (n * π * y)) - 2 * cos (n * π * y)))
      ((n * π) ^ 3 * (trial x * mode n x)) x := by
    have hl : HasDerivAt (fun y : ℝ => n * π * y) (n * π) x := by
      simpa using (hasDerivAt_id x).const_mul (n * π)
    have hp := (hasDerivAt_id' x).fun_mul ((hasDerivAt_id' x).const_sub 1)
    have hq := ((hasDerivAt_id' x).const_mul 2).const_sub 1
    refine (((((hq.fun_mul hl.sin).const_mul (n * π)).fun_sub
      ((hp.fun_mul hl.cos).const_mul ((n * π) ^ 2))).fun_sub
      (hl.cos.const_mul 2)).const_mul (√30 * √2)).congr_deriv ?_
    simp only [trial, mode]
    ring
  have hc : Continuous (fun x => (n * π) ^ 3 * (trial x * mode n x)) := by
    unfold trial mode; fun_prop
  rw [coeff, ← intervalIntegral.integral_const_mul,
    intervalIntegral.integral_eq_sub_of_hasDerivAt (fun x _ => hG x)
      (hc.intervalIntegrable _ _)]
  simp only [mul_one, mul_zero, cos_nat_mul_pi, sin_nat_mul_pi, cos_zero, sin_zero]
  ring

/-- Odd levels `n` are occupied with probability `960 / (n π)⁶`, and even levels
are empty. -/
theorem coeff_parity (k : ℕ) :
    coeff (2 * k + 1) ^ 2 = 960 / (((2 * k + 1 : ℕ) : ℝ) * π) ^ 6 ∧
      coeff (2 * k + 2) = 0 := by
  constructor
  · have h := scaled_coeff (2 * k + 1)
    rw [Odd.neg_one_pow ⟨k, rfl⟩] at h
    rw [eq_div_iff (by positivity)]
    calc _ = ((((2 * k + 1 : ℕ) : ℝ) * π) ^ 3 * coeff (2 * k + 1)) ^ 2 := by ring
      _ = 16 * (√30 ^ 2 * √2 ^ 2) := by rw [h]; ring
      _ = 960 := by
        rw [Real.sq_sqrt (by norm_num), Real.sq_sqrt (by norm_num)]; norm_num
  · have h := scaled_coeff (2 * k + 2)
    rw [Even.neg_one_pow ⟨k + 1, by omega⟩, sub_self, mul_zero] at h
    exact (mul_eq_zero.mp h).resolve_left (by positivity)

/-- If the inverse `p`-th powers sum to `Z`, those of the odd numbers sum to
`Z - Z / 2ᵖ`. -/
theorem odd_sum (p : ℕ) (Z : ℝ) (h : HasSum (fun n : ℕ => 1 / (n : ℝ) ^ p) Z) :
    HasSum (fun k : ℕ => 1 / ((2 * k + 1 : ℕ) : ℝ) ^ p) (Z - Z / 2 ^ p) := by
  have he : HasSum (fun k : ℕ => 1 / ((2 * k : ℕ) : ℝ) ^ p) (Z / 2 ^ p) := by
    have hf (k : ℕ) : 1 / ((2 * k : ℕ) : ℝ) ^ p = 1 / (k : ℝ) ^ p / 2 ^ p := by
      push_cast
      rw [mul_pow, div_div, mul_comm ((2 : ℝ) ^ p)]
    simp only [hf]
    exact h.div_const ((2 : ℝ) ^ p)
  have ho : Summable (fun k : ℕ => 1 / ((2 * k + 1 : ℕ) : ℝ) ^ p) :=
    h.summable.comp_injective (i := fun k : ℕ => 2 * k + 1) (fun a b hab => by
      have h' : 2 * a + 1 = 2 * b + 1 := hab
      omega)
  have hs : HasSum (fun n : ℕ => 1 / (n : ℝ) ^ p) (Z / 2 ^ p + _) :=
    HasSum.even_add_odd he ho.hasSum
  have hu := hs.unique h
  convert ho.hasSum using 1
  linarith

/-- If the sum of `coeff n ^ 2 * g n` over the odd levels converges to `S`, then the sum over all
levels `n ≥ 1` converges to `S` too. -/
theorem odd_levels (g : ℕ → ℝ) (S : ℝ)
    (h : HasSum (fun k : ℕ => coeff (2 * k + 1) ^ 2 * g (2 * k + 1)) S) :
    HasSum (fun n : ℕ => coeff (n + 1) ^ 2 * g (n + 1)) S := by
  have hz (k : ℕ) : coeff (2 * k + 1 + 1) ^ 2 * g (2 * k + 1 + 1) = 0 := by
    have h0 : coeff (2 * k + 1 + 1) = 0 := (coeff_parity k).2
    rw [h0]
    ring
  have ho : HasSum (fun k : ℕ => coeff (2 * k + 1 + 1) ^ 2 * g (2 * k + 1 + 1)) 0 := by
    simp only [hz]
    exact hasSum_zero
  have hs : HasSum (fun n : ℕ => coeff (n + 1) ^ 2 * g (n + 1)) (S + 0) :=
    HasSum.even_add_odd h ho
  rwa [add_zero] at hs

/-- The mean energy of the parabola, summed over the levels, is `5`. -/
theorem mean_energy : HasSum (fun n : ℕ => coeff (n + 1) ^ 2 * level (n + 1)) 5 := by
  apply odd_levels level
  convert (odd_sum 4 _ hasSum_zeta_four).mul_left (480 / π ^ 4) using 1
  · funext k
    rw [(coeff_parity k).1, level]
    have hN : ((2 * k + 1 : ℕ) : ℝ) ≠ 0 := by positivity
    generalize ((2 * k + 1 : ℕ) : ℝ) = N at hN ⊢
    field_simp <;> ring
  · field_simp <;> ring

end

end BoxMeanSquareEnergy
```

The error:

```
Main.lean:103:4: error: Tactic `apply` failed: could not unify the conclusion of `@funext`
  ?f = ?g
with the goal
  instAddCommMonoid =
    CommRing.toNonUnitalCommRing.toNonUnitalNonAssocCommRing.toNonUnitalNonAssocSemiring.toAddCommMonoid

Note: The full type of `@funext` is
  ∀ {α : Sort ?u.46} {β : α → Sort ?u.45} {f g : (x : α) → β x}, (∀ (x : α), f x = g x) → f = g

case e'_3
⊢ instAddCommMonoid =
    CommRing.toNonUnitalCommRing.toNonUnitalNonAssocCommRing.toNonUnitalNonAssocSemiring.toAddCommMonoid
Try this:
  [apply] ring_nf
  
  The `ring` tactic failed to close the goal. Use `ring_nf` to obtain a normal form.
    
  Note that `ring` works primarily in *commutative* rings. If you have a noncommutative ring, abelian group or module, consider using `noncomm_ring`, `abel` or `module` instead.
Main.lean:108:2: error: unsolved goals
case e'_5
⊢ (fun k => coeff (1 + k * 2) ^ 2 * level (1 + k * 2)) = fun i => π⁻¹ ^ 4 * (↑(1 + i * 2))⁻¹ ^ 4 * 480
Main.lean:100:83: error: unsolved goals
case e'_6
⊢ 5 = 480 / π ^ 4 * (π ^ 4 / 90 - π ^ 4 / 90 / 2 ^ 4)
```

The mended proof, as a diff:

```diff
@@ -99,12 +99,20 @@
 /-- The mean energy of the parabola, summed over the levels, is `5`. -/
 theorem mean_energy : HasSum (fun n : ℕ => coeff (n + 1) ^ 2 * level (n + 1)) 5 := by
-  apply odd_levels level
-  convert (odd_sum 4 _ hasSum_zeta_four).mul_left (480 / π ^ 4) using 1
-  · funext k
+  have h := (odd_sum 4 _ hasSum_zeta_four).mul_left (480 / π ^ 4)
+  have hv : 480 / π ^ 4 * (π ^ 4 / 90 - π ^ 4 / 90 / 2 ^ 4) = 5 := by
+    field_simp
+    ring
+  rw [hv] at h
+  have hf (k : ℕ) : coeff (2 * k + 1) ^ 2 * level (2 * k + 1)
+      = 480 / π ^ 4 * (1 / ((2 * k + 1 : ℕ) : ℝ) ^ 4) := by
     rw [(coeff_parity k).1, level]
     have hN : ((2 * k + 1 : ℕ) : ℝ) ≠ 0 := by positivity
     generalize ((2 * k + 1 : ℕ) : ℝ) = N at hN ⊢
-    field_simp <;> ring
-  · field_simp <;> ring
+    field_simp
+    ring
+  have h' : HasSum (fun k : ℕ => coeff (2 * k + 1) ^ 2 * level (2 * k + 1)) 5 := by
+    simp only [hf]
+    exact h
+  exact odd_levels level 5 h'
 
 end
```

What went wrong. The proof has two bullets after `convert`, one for the terms of the sum and one for its value, but `convert` left three goals. The extra one comes first and asks that two forms of the additive structure on the reals be equal. `funext` fails on it because it proves equality of functions, and these are not functions.

Each bullet thus met the wrong goal. The second, meant for the value, got the equality of the terms, where `ring` could only rearrange the two sides, as `coeff` and `level` were still unexpanded. The value itself, the goal with 5 on the left, had no bullet and stayed unsolved.

The repair does without `convert`. It proves the value as `hv` and the equality of the terms as `hf`, and rewrites with them, so that `exact h` has only the two additive structures left to reconcile. Lean accepts this because they agree by definition. `odd_levels` then gives the full sum. Writing `field_simp` and `ring` on separate lines instead of joining them with `<;>` is mere tidying.
